# Subtracting the interaction potential makes a one-orbital reference pseudo-atom stationary

A pseudopotential is usually constructed for an atom whose valence electrons are already present. The potential in its one-electron equation is therefore screened: it contains the Hartree and exchange-correlation potential of those electrons. A molecular or solid-state code supplies its own electrons and needs the ionic part alone. If the interaction potential is subtracted, does the total-energy functional still have the original pseudo-orbital as a solution?

## The gradient at the reference orbital

Take a finite set of sites $i$, a real symmetric kinetic matrix $T$, a screened potential $V_s$ with one value per site, and a real orbital $c_0$ with $c_0\cdot c_0=1$ and

$$(T+\operatorname{diag}V_s)\,c_0=e\,c_0 .$$

For $N$ electrons in an orbital $c$, the density is $n_i(c)=Nc_i^2$. Let $F$ be the interaction energy as a function of the density, differentiable at $n(c_0)$ with gradient $v_0$. With the ionic potential $V_{\rm ion}=V_s-v_0$, the total energy

$$E(c)=N\,c\cdot(T+\operatorname{diag}V_{\rm ion})c+F(n(c))$$

has gradient $2Ne\,c_0$ at $c_0$. This is parallel to $c_0$, so $E$ is stationary there among normalised orbitals.

## The reference-atom check in a code

For an atom with a single valence orbital and a local potential, the identity says that a self-consistent calculation with the unscreened potential has the reference orbital as a solution, with eigenvalue $e$. A generator can test its output this way, provided that both calculations use the same $F$ and the same discretisation. A different exchange-correlation functional generally changes $v_0$, and the subtraction then no longer matches.

## Derivation

Let $w$ be any ionic potential and $A=T+\operatorname{diag}w$. For a displacement $d$, the product rule and the symmetry of $A$ give

$$\delta(c\cdot Ac)=d\cdot Ac+c\cdot Ad=2(Ac)\cdot d .$$

The density changes by $\delta n_i=2Nc_id_i$. If $v$ is the gradient of $F$ at $n(c)$, then

$$\delta F=\sum_i v_i\,2Nc_id_i=2N(\operatorname{diag}(v)\,c)\cdot d .$$

Adding $N$ times the first variation to the second,

$$\nabla E(c)=2N\,(T+\operatorname{diag}(w+v))\,c .$$

At $c_0$, with $w=V_s-v_0$ and $v=v_0$, the bracket is the screened Hamiltonian, and the eigenvalue equation gives $2Ne\,c_0$.

Now let $g$ be the gradient of $E$ at a normalised $c$. A normalised curve $\gamma(t)$ with $\gamma(0)=c$ satisfies $\gamma\cdot\gamma=1$, hence $c\cdot\gamma'(0)=0$. If $g=\mu c$, the energy derivative along the curve is $g\cdot\gamma'(0)=0$. Conversely, suppose that $r=g-(g\cdot c)c$ is nonzero, and let $s=\sqrt{r\cdot r}$. Along the great circle $\cos t\,c+\sin t\,r/s$ the energy has derivative $g\cdot r/s=s\neq0$ at $t=0$, so $c$ is not stationary. Stationarity therefore means exactly that $g=\mu c$ for some $\mu$.

This also settles which other ionic potentials would do. Let $N\neq0$ and let every component of $c_0$ be nonzero. Stationarity with $w$ requires $2N(T+\operatorname{diag}(w+v_0))c_0=\mu c_0$. Dividing by $2N$, subtracting the screened equation and cancelling $c_{0,i}$ gives

$$w_i=V_{s,i}-v_{0,i}+\frac{\mu}{2N}-e .$$

Conversely, a constant shift of $V_{\rm ion}$ only changes the multiplier. The potential is thus fixed up to a constant, and $V_s$ itself works only if $v_0$ is constant.

## Two sites and two electrons

Take $N=2$, $F(n)=n\cdot n$ and

$$T=\begin{pmatrix}0&-1\\-1&0\end{pmatrix},\quad V_s=\left(\tfrac13,-\tfrac14\right),\quad c_0=\left(\tfrac35,\tfrac45\right).$$

The screened Hamiltonian maps $c_0$ to $(-\tfrac45+\tfrac15,\,-\tfrac35-\tfrac15)=-c_0$, so $e=-1$. The density is $(\tfrac{18}{25},\tfrac{32}{25})$, and $v_0=2n=(\tfrac{36}{25},\tfrac{64}{25})$. Unscreening gives $V_{\rm ion}=(-\tfrac{83}{75},-\tfrac{281}{100})$.

In decimals, the one-electron part of the gradient is $(-5.856,-11.392)$ and the interaction part is $(3.456,8.192)$. Their sum is $(-2.4,-3.2)=-4c_0$, as predicted. With $V_s$ left screened, the gradient would be $(1.056,4.992)$, which is not parallel to $c_0$.

## The Lean file

```lean
import Mathlib

open Matrix

namespace PseudopotentialUnscreening

noncomputable section

variable {ι : Type*} [Fintype ι]

/-- The linear form `d ↦ g · d` belonging to a vector `g`. -/
def dotForm (g : ι → ℝ) : (ι → ℝ) →L[ℝ] ℝ :=
  ∑ i, g i • ContinuousLinearMap.proj (R := ℝ) (φ := fun _ : ι => ℝ) i

/-- The function `f` is differentiable at `x` with gradient `g`. -/
def HasGrad (f : (ι → ℝ) → ℝ) (g x : ι → ℝ) : Prop :=
  HasFDerivAt f (dotForm g) x

/-- The density `n_i = N c_i ^ 2` of `N` electrons in the orbital `c`. -/
def density (N : ℝ) (c : ι → ℝ) : ι → ℝ := fun i => N * c i ^ 2

/-- The total energy: kinetic and ionic energy of `N` electrons in the orbital `c`, plus the
interaction functional `F` of the density. -/
def energy [DecidableEq ι] (T : Matrix ι ι ℝ) (w : ι → ℝ) (N : ℝ) (F : (ι → ℝ) → ℝ)
    (c : ι → ℝ) : ℝ :=
  N * (c ⬝ᵥ (T + diagonal w) *ᵥ c) + F (density N c)

/-- The unscreened ionic potential: the screened potential minus the interaction potential. -/
def unscreen (Vs v : ι → ℝ) : ι → ℝ := Vs - v

/-- The orbital `c` is normalised, and `E` has zero derivative at `c` along every differentiable
curve of normalised orbitals through `c`. -/
def StationaryOnSphere (E : (ι → ℝ) → ℝ) (c : ι → ℝ) : Prop :=
  c ⬝ᵥ c = 1 ∧ ∀ (γ : ℝ → ι → ℝ) (γ' : ι → ℝ), γ 0 = c → (∀ t, γ t ⬝ᵥ γ t = 1) →
    HasDerivAt γ γ' 0 → HasDerivAt (fun t => E (γ t)) 0 0

lemma dotForm_apply (g d : ι → ℝ) : dotForm g d = g ⬝ᵥ d := by
  simp [dotForm, dotProduct]

/-- The quadratic form `c · A c` of a real symmetric matrix has gradient `2 A c`. -/
theorem hasGrad_quadratic {A : Matrix ι ι ℝ} (hA : A.IsSymm) (c : ι → ℝ) :
    HasGrad (fun x => x ⬝ᵥ A *ᵥ x) ((2 : ℝ) • (A *ᵥ c)) c := by
  have h (i : ι) : HasFDerivAt (fun x : ι → ℝ => x i * (A *ᵥ x) i)
      (c i • dotForm (A i) +
        (A *ᵥ c) i • ContinuousLinearMap.proj (R := ℝ) (φ := fun _ : ι => ℝ) i) c := by
    have h2 : HasFDerivAt (fun x : ι → ℝ => (A *ᵥ x) i) (dotForm (A i)) c := by
      have he : (fun x : ι → ℝ => (A *ᵥ x) i) = fun x => dotForm (A i) x := by
        funext x
        rw [dotForm_apply]
        rfl
      rw [he]
      exact (dotForm (A i)).hasFDerivAt
    exact (hasFDerivAt_apply i c).mul h2
  have hs := HasFDerivAt.fun_sum (u := Finset.univ) (fun i _ => h i)
  unfold HasGrad
  refine hs.congr_fderiv (ContinuousLinearMap.ext fun d => ?_)
  -- symmetry makes the two halves of the product rule equal
  have hsym : c ⬝ᵥ A *ᵥ d = (A *ᵥ c) ⬝ᵥ d := by
    rw [Matrix.dotProduct_mulVec, ← Matrix.mulVec_transpose, hA.eq]
  simp only [_root_.sum_apply, _root_.add_apply,
    _root_.smul_apply, ContinuousLinearMap.proj_apply, dotForm_apply,
    smul_eq_mul, Finset.sum_add_distrib]
  change c ⬝ᵥ A *ᵥ d + (A *ᵥ c) ⬝ᵥ d = _
  rw [hsym, smul_dotProduct, smul_eq_mul]
  ring

lemma hasFDerivAt_density (N : ℝ) (c : ι → ℝ) :
    HasFDerivAt (density N) (ContinuousLinearMap.pi fun i =>
      (2 * N * c i) • ContinuousLinearMap.proj (R := ℝ) (φ := fun _ : ι => ℝ) i) c := by
  refine hasFDerivAt_pi.2 fun i => ?_
  have h : HasDerivAt (fun y : ℝ => N * y ^ 2) (2 * N * c i) (c i) :=
    ((hasDerivAt_pow 2 (c i)).const_mul N).congr_deriv (by norm_num; ring)
  have hp : HasFDerivAt (fun x : ι → ℝ => x i)
      (ContinuousLinearMap.proj (R := ℝ) (φ := fun _ : ι => ℝ) i) c := hasFDerivAt_apply i c
  have hcomp := h.comp_hasFDerivAt c hp
  exact hcomp

/-- For any ionic potential `w`, the energy gradient is `2 N` times the Hamiltonian screened by
the interaction potential `v`, applied to the orbital. -/
theorem hasGrad_energy [DecidableEq ι] {T : Matrix ι ι ℝ} (hT : T.IsSymm) (w : ι → ℝ) {N : ℝ}
    {F : (ι → ℝ) → ℝ} {v c : ι → ℝ} (hF : HasGrad F v (density N c)) :
    HasGrad (energy T w N F) ((2 * N) • ((T + diagonal (w + v)) *ᵥ c)) c := by
  have hA : (T + diagonal w).IsSymm := hT.add (Matrix.isSymm_diagonal w)
  have hq : HasFDerivAt (fun x => x ⬝ᵥ (T + diagonal w) *ᵥ x)
    (dotForm ((2 : ℝ) • ((T + diagonal w) *ᵥ c))) c := hasGrad_quadratic hA c
  have hF' : HasFDerivAt F (dotForm v) (density N c) := hF
  unfold HasGrad
  refine ((hq.const_mul N).add (hF'.comp c (hasFDerivAt_density N c))).congr_fderiv
    (ContinuousLinearMap.ext fun d => ?_)
  have hsplit : (T + diagonal (w + v)) *ᵥ c = (T + diagonal w) *ᵥ c + diagonal v *ᵥ c := by
    funext i
    simp only [Matrix.add_mulVec, Pi.add_apply, Matrix.mulVec_diagonal]
    ring
  -- the density response turns the gradient of `F` into a local potential
  have hv : v ⬝ᵥ (fun i => 2 * N * c i * d i) = 2 * N * ((diagonal v *ᵥ c) ⬝ᵥ d) := by
    simp only [dotProduct, Matrix.mulVec_diagonal, Finset.mul_sum]
    exact Finset.sum_congr rfl fun i _ => by ring
  simp only [_root_.add_apply, _root_.smul_apply,
    ContinuousLinearMap.comp_apply, dotForm_apply, smul_eq_mul]
  change N * (((2 : ℝ) • ((T + diagonal w) *ᵥ c)) ⬝ᵥ d) +
    v ⬝ᵥ (fun i => 2 * N * c i * d i) = _
  rw [hv, hsplit, smul_dotProduct, smul_dotProduct, add_dotProduct, smul_eq_mul, smul_eq_mul]
  ring

/-- Unscreening: with the ionic potential `Vs - v0`, the total energy has gradient `2 N e c0` at
an eigenstate `c0` of the screened Hamiltonian with eigenvalue `e`. -/
theorem hasGrad_unscreened [DecidableEq ι] {T : Matrix ι ι ℝ} (hT : T.IsSymm)
    {Vs v0 c0 : ι → ℝ} {e N : ℝ} {F : (ι → ℝ) → ℝ}
    (heig : (T + diagonal Vs) *ᵥ c0 = e • c0) (hF : HasGrad F v0 (density N c0)) :
    HasGrad (energy T (unscreen Vs v0) N F) ((2 * N * e) • c0) c0 := by
  have h := hasGrad_energy hT (unscreen Vs v0) hF
  have hw : unscreen Vs v0 + v0 = Vs := sub_add_cancel Vs v0
  rw [hw, heig, smul_smul] at h
  exact h

lemma hasDerivAt_along {E : (ι → ℝ) → ℝ} {g c γ' : ι → ℝ} {γ : ℝ → ι → ℝ}
    (hE : HasGrad E g c) (h0 : γ 0 = c) (hγ : HasDerivAt γ γ' 0) :
    HasDerivAt (fun t => E (γ t)) (g ⬝ᵥ γ') 0 := by
  have hE' : HasFDerivAt E (dotForm g) (γ 0) := by
    rw [h0]
    exact hE
  have h := hE'.comp_hasDerivAt 0 hγ
  rw [dotForm_apply] at h
  exact h

/-- A normalised orbital is stationary on the unit sphere exactly when the energy gradient is a
multiple of the orbital. -/
theorem stationary_iff [DecidableEq ι] {E : (ι → ℝ) → ℝ} {g c : ι → ℝ}
    (hE : HasGrad E g c) (hc : c ⬝ᵥ c = 1) :
    StationaryOnSphere E c ↔ ∃ μ : ℝ, g = μ • c := by
  constructor
  · rintro ⟨-, hst⟩
    refine ⟨g ⬝ᵥ c, ?_⟩
    by_contra hne
    -- the tangential part `r` of the gradient, and the great circle in its direction
    obtain ⟨r, hr⟩ : ∃ r, r = g - (g ⬝ᵥ c) • c := ⟨_, rfl⟩
    have hr0 : r ≠ 0 := fun h => hne (sub_eq_zero.1 (hr.symm.trans h))
    have hrc : r ⬝ᵥ c = 0 := by
      rw [hr, sub_dotProduct, smul_dotProduct, hc, smul_eq_mul, mul_one, sub_self]
    have hcr : c ⬝ᵥ r = 0 := by rw [dotProduct_comm, hrc]
    have hgr : g ⬝ᵥ r = r ⬝ᵥ r := by
      have hg : g = r + (g ⬝ᵥ c) • c := by rw [hr, sub_add_cancel]
      calc g ⬝ᵥ r = (r + (g ⬝ᵥ c) • c) ⬝ᵥ r := by rw [← hg]
        _ = r ⬝ᵥ r := by rw [add_dotProduct, smul_dotProduct, hcr, smul_zero, add_zero]
    have hnn : 0 ≤ r ⬝ᵥ r := Finset.sum_nonneg fun i _ => mul_self_nonneg (r i)
    have hrr : r ⬝ᵥ r ≠ 0 := fun h => hr0 (dotProduct_self_eq_zero.1 h)
    obtain ⟨s, hs⟩ : ∃ s, s = Real.sqrt (r ⬝ᵥ r) := ⟨_, rfl⟩
    have hss : s * s = r ⬝ᵥ r := by rw [hs, Real.mul_self_sqrt hnn]
    have hs0 : s ≠ 0 := fun h => hrr (by rw [← hss, h, mul_zero])
    have hγ : HasDerivAt (fun t : ℝ => Real.cos t • c + Real.sin t • (s⁻¹ • r))
        (s⁻¹ • r) 0 :=
      (((Real.hasDerivAt_cos 0).smul_const c).add
        ((Real.hasDerivAt_sin 0).smul_const (s⁻¹ • r))).congr_deriv (by simp)
    have hu : s⁻¹ * (s⁻¹ * (r ⬝ᵥ r)) = 1 := by
      rw [← hss]
      field_simp
    have hz := hst _ _ (by simp) (fun t => by
      simp only [add_dotProduct, dotProduct_add, smul_dotProduct, dotProduct_smul,
        smul_eq_mul, hc, hrc, hcr]
      linear_combination Real.sin_sq_add_cos_sq t + Real.sin t ^ 2 * hu) hγ
    have h := (hasDerivAt_along hE (by simp) hγ).unique hz
    rw [dotProduct_smul, hgr, smul_eq_mul] at h
    exact (mul_ne_zero (inv_ne_zero hs0) hrr) h
  · rintro ⟨μ, rfl⟩
    refine ⟨hc, fun γ γ' h0 hn hγ => ?_⟩
    -- differentiating the normalisation shows that the velocity is tangential
    have h := hasDerivAt_along (hasGrad_quadratic (Matrix.isSymm_one (n := ι) (α := ℝ)) c) h0 hγ
    simp only [Matrix.one_mulVec, hn, smul_dotProduct, smul_eq_mul] at h
    have h2 := h.unique (hasDerivAt_const (0 : ℝ) (1 : ℝ))
    have h3 : c ⬝ᵥ γ' = 0 := by linarith
    refine (hasDerivAt_along hE h0 hγ).congr_deriv ?_
    rw [smul_dotProduct, h3, smul_zero]

/-- The reference pseudo-atom is stationary on the unit sphere for the total energy with the
unscreened ionic potential. -/
theorem reference_stationary [DecidableEq ι] {T : Matrix ι ι ℝ} (hT : T.IsSymm)
    {Vs v0 c0 : ι → ℝ} {e N : ℝ} {F : (ι → ℝ) → ℝ} (hc : c0 ⬝ᵥ c0 = 1)
    (heig : (T + diagonal Vs) *ᵥ c0 = e • c0) (hF : HasGrad F v0 (density N c0)) :
    StationaryOnSphere (energy T (unscreen Vs v0) N F) c0 :=
  (stationary_iff (hasGrad_unscreened hT heig hF) hc).2 ⟨2 * N * e, rfl⟩

/-- For nonzero `N` and a reference orbital with no zero component, an ionic potential makes the
orbital stationary exactly when it equals the unscreened potential up to an additive constant. -/
theorem stationary_iff_unscreened [DecidableEq ι] {T : Matrix ι ι ℝ} (hT : T.IsSymm)
    {Vs v0 c0 : ι → ℝ} {e N : ℝ} {F : (ι → ℝ) → ℝ} (hc : c0 ⬝ᵥ c0 = 1)
    (heig : (T + diagonal Vs) *ᵥ c0 = e • c0) (hF : HasGrad F v0 (density N c0))
    (hN : N ≠ 0) (hnode : ∀ i, c0 i ≠ 0) (w : ι → ℝ) :
    StationaryOnSphere (energy T w N F) c0 ↔ ∃ μ : ℝ, ∀ i, w i = unscreen Vs v0 i + μ := by
  have he (i : ι) : (T *ᵥ c0) i + Vs i * c0 i = e * c0 i := by
    have h := congrFun heig i
    simpa only [Matrix.add_mulVec, Pi.add_apply, Matrix.mulVec_diagonal, Pi.smul_apply,
      smul_eq_mul] using h
  rw [stationary_iff (hasGrad_energy hT w hF) hc]
  constructor
  · rintro ⟨μ, h⟩
    refine ⟨μ / (2 * N) - e, fun i => mul_right_cancel₀ (hnode i) ?_⟩
    have hi := congrFun h i
    simp only [Matrix.add_mulVec, Pi.add_apply, Matrix.mulVec_diagonal, Pi.smul_apply,
      smul_eq_mul] at hi
    have h2 : (T *ᵥ c0) i + (w i + v0 i) * c0 i = μ / (2 * N) * c0 i := by
      rw [div_mul_eq_mul_div, eq_div_iff (mul_ne_zero two_ne_zero hN)]
      linear_combination hi
    simp only [unscreen, Pi.sub_apply]
    linear_combination h2 - he i
  · rintro ⟨μ, h⟩
    refine ⟨2 * N * (e + μ), funext fun i => ?_⟩
    simp only [Matrix.add_mulVec, Pi.add_apply, Matrix.mulVec_diagonal, Pi.smul_apply,
      smul_eq_mul, h i, unscreen, Pi.sub_apply]
    linear_combination 2 * N * he i

/-- For nonzero `N` and a reference orbital with no zero component, the screened potential, used as
ionic potential, makes the orbital stationary exactly when the interaction potential is constant. -/
theorem screened_stationary_iff [DecidableEq ι] {T : Matrix ι ι ℝ} (hT : T.IsSymm)
    {Vs v0 c0 : ι → ℝ} {e N : ℝ} {F : (ι → ℝ) → ℝ} (hc : c0 ⬝ᵥ c0 = 1)
    (heig : (T + diagonal Vs) *ᵥ c0 = e • c0) (hF : HasGrad F v0 (density N c0))
    (hN : N ≠ 0) (hnode : ∀ i, c0 i ≠ 0) :
    StationaryOnSphere (energy T Vs N F) c0 ↔ ∃ μ : ℝ, ∀ i, v0 i = μ := by
  rw [stationary_iff_unscreened hT hc heig hF hN hnode]
  simp only [unscreen, Pi.sub_apply]
  exact ⟨fun ⟨μ, h⟩ => ⟨μ, fun i => by linarith [h i]⟩,
    fun ⟨μ, h⟩ => ⟨μ, fun i => by linarith [h i]⟩⟩

/-- A two-site example with two electrons and interaction energy `n · n`: the kinetic matrix is
symmetric, the orbital is a normalised eigenstate of the screened Hamiltonian with no zero
component, and the interaction energy has the stated gradient at its density. -/
theorem unscreening_witness :
    (!![0, -1; -1, 0] : Matrix (Fin 2) (Fin 2) ℝ).IsSymm ∧
    (![3 / 5, 4 / 5] : Fin 2 → ℝ) ⬝ᵥ ![3 / 5, 4 / 5] = 1 ∧
    ((!![0, -1; -1, 0] : Matrix (Fin 2) (Fin 2) ℝ) + diagonal ![1 / 3, -1 / 4]) *ᵥ
      ![3 / 5, 4 / 5] = (-1 : ℝ) • ![3 / 5, 4 / 5] ∧
    HasGrad (fun n : Fin 2 → ℝ => n ⬝ᵥ n) ![36 / 25, 64 / 25] (density 2 ![3 / 5, 4 / 5]) ∧
    ∀ i, (![3 / 5, 4 / 5] : Fin 2 → ℝ) i ≠ 0 := by
  refine ⟨Matrix.IsSymm.ext fun i j => ?_, ?_, ?_, ?_, fun i => ?_⟩
  · fin_cases i <;> fin_cases j <;> simp
  · norm_num [dotProduct, Fin.sum_univ_two]
  · funext i
    fin_cases i <;>
      norm_num [Matrix.mulVec, dotProduct, Fin.sum_univ_two, Matrix.diagonal_apply]
  · have h := hasGrad_quadratic (Matrix.isSymm_one (n := Fin 2) (α := ℝ))
      (density 2 ![3 / 5, 4 / 5])
    simp only [Matrix.one_mulVec] at h
    have hv : (![36 / 25, 64 / 25] : Fin 2 → ℝ) = (2 : ℝ) • density 2 ![3 / 5, 4 / 5] := by
      funext i
      fin_cases i <;> norm_num [density]
    rw [hv]
    exact h
  · fin_cases i <;> norm_num

end

end PseudopotentialUnscreening
```

```lean
#print axioms PseudopotentialUnscreening.reference_stationary
#print axioms PseudopotentialUnscreening.screened_stationary_iff
```

```
'PseudopotentialUnscreening.reference_stationary' depends on axioms: [propext, Classical.choice, Quot.sound]
'PseudopotentialUnscreening.screened_stationary_iff' depends on axioms: [propext, Classical.choice, Quot.sound]
```

## How the code expresses the physics

The type `ι` labels the sites, and orbitals, densities and potentials are all functions `ι → ℝ`. `HasGrad f g x` says that `f` has a Fréchet derivative at `x`, represented by the dot product with `g`. `StationaryOnSphere` contains the normalisation and requires zero derivative along every differentiable normalised curve through the orbital.

`hasGrad_quadratic` applies the product rule row by row; its step `hsym` uses the symmetry of the matrix. `hasFDerivAt_density` differentiates the density, and `hasGrad_energy` joins the two by the chain rule, with `hv` turning the response of `F` into a local potential. `hasGrad_unscreened` then inserts the eigenvalue equation.

In `stationary_iff`, one direction builds the great circle and compares two values of the same derivative. The other differentiates the normalisation by applying `hasGrad_quadratic` to the identity matrix. `reference_stationary` combines this criterion with the gradient. `stationary_iff_unscreened` cancels the nonzero orbital components; the `μ` in its statement is the additive constant of the potential, not the multiplier $\mu$ of the derivation. `screened_stationary_iff` specialises to $w=V_s$. `unscreening_witness` verifies the hypotheses for the two-site atom.

## One orbital, a local potential, and no minimum implied

Stationary does not mean lowest: $c_0$ may be an excited state or a saddle point, and nothing follows about the convergence of a self-consistency loop. Norm conservation, scattering properties and transferability to other configurations play no part.

All $N$ electrons share one real orbital, and the potential is local. One spatial orbital holds at most two electrons, although the Lean statements accept any real $N$ (nonzero where stated). Atoms with several occupied orbitals need a larger model. A fixed nonlocal part of the pseudopotential, if it is a real symmetric matrix, can be included in $T$, because the theorems use only the symmetry of $T$. The density $Nc_i^2$ belongs to an orthonormal site representation; on a weighted radial grid, the square roots of the weights must be absorbed into $c$. A general basis would add cross terms.

The differentiability of $F$ is assumed. It stands for an interaction energy with a well-defined potential at the reference density. Since $F$ takes all real vectors, a site with zero density also requires suitable behaviour at small negative values. The two theorems on other ionic potentials assume that the orbital is nonzero at every site; sign changes between sites are allowed.

Stationarity could also be modelled through the function $c\mapsto E(c/|c|)$, whose ordinary gradient at a normalised $c$ is $g-(g\cdot c)c$. The definition would then need no curves. The quotient has no meaning at $c=0$, but this does not affect the derivative at a normalised orbital.
